# Weiss mean-field equation for spin J: one positive magnetisation above the critical coupling, none at or below it

Let $J=n/2$ with $n\ge 1$, let $m=-J,\dots,J$ label the levels, and let $M(y)$ be the mean of $m$ with weights $e^{ym}$, where $-y\,k_BT\,m$ is the energy of level $m$ in the field. For a ferromagnet of identical spins with no external field, the mean-field equation for the mean spin $s$ per site, to which the magnetisation is proportional, is $s=M(as)$ with a dimensionless coupling $a>0$.

```lean
import Mathlib

open Filter Topology Set

namespace WeissBrillouin

noncomputable section

/-- The spin quantum number `J = n/2`. -/
def spin (n : ℕ) : ℝ := n / 2

/-- The magnetic quantum number `m = k - J` of level `k`, for `k = 0, ..., n`. -/
def level (n k : ℕ) : ℝ := k - spin n

/-- The Boltzmann moment: the sum of `m ^ p * exp (y m)` over `m = -J, ..., J`. -/
def moment (n p : ℕ) (y : ℝ) : ℝ :=
  ∑ k ∈ Finset.range (n + 1), level n k ^ p * Real.exp (y * level n k)

/-- The thermal mean of `m` in the reduced field `y`. -/
def meanSpin (n : ℕ) (y : ℝ) : ℝ := moment n 1 y / moment n 0 y

/-- The function `x coth x`. -/
def xCoth (x : ℝ) : ℝ := x * Real.cosh x / Real.sinh x

/-- The function `x² / sinh² x + x coth x`, over a common denominator. -/
def auxQ (x : ℝ) : ℝ :=
  (x * x + x * (Real.cosh x * Real.sinh x)) / (Real.sinh x * Real.sinh x)

/-- The partition sum is positive. -/
theorem partition_pos (n : ℕ) (y : ℝ) : 0 < moment n 0 y := by
  unfold moment
  exact Finset.sum_pos (fun k _ => by simp [Real.exp_pos]) ⟨0, by simp⟩

/-- Differentiating a Boltzmann moment in the field gives the next moment. -/
theorem hasDerivAt_moment (n p : ℕ) (y : ℝ) :
    HasDerivAt (fun y => moment n p y) (moment n (p + 1) y) y := by
  have h : HasDerivAt
      (fun y => ∑ k ∈ Finset.range (n + 1), level n k ^ p * Real.exp (y * level n k))
      (∑ k ∈ Finset.range (n + 1),
        level n k ^ p * (Real.exp (y * level n k) * (1 * level n k))) y :=
    HasDerivAt.fun_sum fun k _ =>
      (((hasDerivAt_id' y).mul_const (level n k)).exp).const_mul (level n k ^ p)
  refine h.congr_deriv ?_
  unfold moment
  exact Finset.sum_congr rfl fun k _ => by ring

/-- The partition sum times `sinh (y/2)` equals `sinh ((n+1) y/2)`. -/
theorem partition_closed (n : ℕ) (y : ℝ) :
    Real.sinh (y / 2) * moment n 0 y = Real.sinh (((n : ℝ) + 1) * y / 2) := by
  -- each Boltzmann factor times `2 sinh (y/2)` is a difference of neighbours
  have h : ∀ k : ℕ, 2 * Real.sinh (y / 2) * (level n k ^ 0 * Real.exp (y * level n k)) =
      Real.exp (y * ((k + 1 : ℕ) : ℝ) - ((n : ℝ) + 1) * y / 2)
        - Real.exp (y * (k : ℝ) - ((n : ℝ) + 1) * y / 2) := by
    intro k
    have e1 : Real.exp (y * ((k + 1 : ℕ) : ℝ) - ((n : ℝ) + 1) * y / 2) =
        Real.exp (y / 2) * Real.exp (y * level n k) := by
      rw [← Real.exp_add]; congr 1; unfold level spin; push_cast; ring
    have e2 : Real.exp (y * (k : ℝ) - ((n : ℝ) + 1) * y / 2) =
        Real.exp (-(y / 2)) * Real.exp (y * level n k) := by
      rw [← Real.exp_add]; congr 1; unfold level spin; ring
    rw [e1, e2, Real.sinh_eq]; ring
  have hs : 2 * Real.sinh (y / 2) * moment n 0 y =
      Real.exp (y * ((n + 1 : ℕ) : ℝ) - ((n : ℝ) + 1) * y / 2)
        - Real.exp (y * ((0 : ℕ) : ℝ) - ((n : ℝ) + 1) * y / 2) := by
    unfold moment
    rw [Finset.mul_sum, Finset.sum_congr rfl fun k _ => h k]
    exact Finset.sum_range_sub
      (fun k : ℕ => Real.exp (y * (k : ℝ) - ((n : ℝ) + 1) * y / 2)) (n + 1)
  have e3 : y * ((n + 1 : ℕ) : ℝ) - ((n : ℝ) + 1) * y / 2 = ((n : ℝ) + 1) * y / 2 := by
    push_cast; ring
  have e4 : y * ((0 : ℕ) : ℝ) - ((n : ℝ) + 1) * y / 2 = -(((n : ℝ) + 1) * y / 2) := by
    push_cast; ring
  rw [e3, e4] at hs
  rw [Real.sinh_eq (((n : ℝ) + 1) * y / 2)]
  linarith

/-- The Brillouin formula for the mean spin, cleared of denominators. -/
theorem brillouin (n : ℕ) (y : ℝ) :
    2 * Real.sinh (y / 2) * Real.sinh (((n : ℝ) + 1) * y / 2) * meanSpin n y =
      ((n : ℝ) + 1) * Real.cosh (((n : ℝ) + 1) * y / 2) * Real.sinh (y / 2)
        - Real.cosh (y / 2) * Real.sinh (((n : ℝ) + 1) * y / 2) := by
  -- differentiate the closed form of the partition sum
  have h1 : HasDerivAt (fun y => Real.sinh (y / 2) * moment n 0 y)
      (Real.cosh (y / 2) * (1 / 2) * moment n 0 y + Real.sinh (y / 2) * moment n 1 y) y :=
    (((hasDerivAt_id' y).div_const 2).sinh).fun_mul (hasDerivAt_moment n 0 y)
  have h2 : HasDerivAt (fun y => Real.sinh (((n : ℝ) + 1) * y / 2))
      (Real.cosh (((n : ℝ) + 1) * y / 2) * (((n : ℝ) + 1) * 1 / 2)) y :=
    (((hasDerivAt_id' y).const_mul ((n : ℝ) + 1)).div_const 2).sinh
  rw [funext (partition_closed n)] at h1
  have d := h1.unique h2
  have g := partition_closed n y
  have hM : meanSpin n y * moment n 0 y = moment n 1 y :=
    div_mul_cancel₀ _ (partition_pos n y).ne'
  linear_combination (-2 * Real.sinh (y / 2) * meanSpin n y - Real.cosh (y / 2)) * g
    + 2 * Real.sinh (y / 2) ^ 2 * hM + 2 * Real.sinh (y / 2) * d

/-- A function with positive derivative inside a convex set is strictly increasing there. -/
theorem strictMonoOn_of_hasDerivAt {f f' : ℝ → ℝ} {D : Set ℝ} (hD : Convex ℝ D)
    (hf : ∀ x ∈ D, HasDerivAt f (f' x) x) (hp : ∀ x ∈ interior D, 0 < f' x) :
    StrictMonoOn f D :=
  strictMonoOn_of_deriv_pos hD (fun x hx => (hf x hx).continuousAt.continuousWithinAt)
    (fun x hx => by rw [(hf x (interior_subset hx)).deriv]; exact hp x hx)

/-- The function `x² / sinh² x + x coth x` is strictly increasing for `x > 0`. -/
theorem auxQ_strictMonoOn : StrictMonoOn auxQ (Ioi 0) := by
  have key : ∀ f f' : ℝ → ℝ, f 0 = 0 → (∀ x, HasDerivAt f (f' x) x) →
      (∀ x, 0 < x → 0 < f' x) → ∀ x, 0 < x → 0 < f x := by
    intro f f' h0 hf hp x hx
    have h := strictMonoOn_of_hasDerivAt (convex_Ici 0) (fun x _ => hf x)
      (fun x hx => hp x (by simpa using hx)) (mem_Ici.2 le_rfl) (mem_Ici.2 hx.le) hx
    rwa [h0] at h
  have hi := fun x : ℝ => hasDerivAt_id' x
  have hs := Real.hasDerivAt_sinh
  have hc := Real.hasDerivAt_cosh
  -- Taylor bounds for sinh and cosh
  have A : ∀ x : ℝ, 0 < x → 0 < Real.sinh x - x :=
    key (fun x => Real.sinh x - x) (fun x => Real.cosh x - 1) (by simp)
      (fun x => (hs x).fun_sub (hi x))
      (fun x hx => sub_pos.2 (Real.one_lt_cosh.2 hx.ne'))
  have B : ∀ x : ℝ, 0 < x → 0 < Real.cosh x - 1 - x * x / 2 :=
    key (fun x => Real.cosh x - 1 - x * x / 2) (fun x => Real.sinh x - x) (by simp)
      (fun x => (((hc x).sub_const 1).fun_sub
        (((hi x).fun_mul (hi x)).div_const 2)).congr_deriv (by ring)) A
  have C : ∀ x : ℝ, 0 < x → 0 < Real.sinh x - x - x * x * x / 6 :=
    key (fun x => Real.sinh x - x - x * x * x / 6)
      (fun x => Real.cosh x - 1 - x * x / 2) (by simp)
      (fun x => (((hs x).fun_sub (hi x)).fun_sub
        ((((hi x).fun_mul (hi x)).fun_mul (hi x)).div_const 6)).congr_deriv (by ring)) B
  have D : ∀ x : ℝ, 0 < x → 0 < x * Real.cosh x - Real.sinh x :=
    key (fun x => x * Real.cosh x - Real.sinh x) (fun x => x * Real.sinh x) (by simp)
      (fun x => (((hi x).fun_mul (hc x)).fun_sub (hs x)).congr_deriv (by ring))
      (fun x hx => mul_pos hx (Real.sinh_pos_iff.2 hx))
  -- the numerator of the derivative is positive
  have G : ∀ x : ℝ, 0 < x → 0 < x * Real.sinh x + Real.cosh x * (Real.sinh x * Real.sinh x)
      - 2 * (x * x * Real.cosh x) :=
    key (fun x => x * Real.sinh x + Real.cosh x * (Real.sinh x * Real.sinh x)
        - 2 * (x * x * Real.cosh x))
      (fun x => 3 * Real.cosh x * (Real.cosh x * Real.sinh x - x) - 2 * x * x * Real.sinh x)
      (by simp)
      (fun x => ((((hi x).fun_mul (hs x)).fun_add ((hc x).fun_mul ((hs x).fun_mul (hs x)))).fun_sub
        ((((hi x).fun_mul (hi x)).fun_mul (hc x)).const_mul 2)).congr_deriv (by
          linear_combination (-Real.sinh x) * Real.cosh_sq x))
      (fun x hx => by
        have h := C (2 * x) (by linarith)
        rw [Real.sinh_two_mul] at h
        have h1 : 0 < Real.cosh x * Real.sinh x - x - 2 / 3 * (x * x * x) := by
          nlinarith [h]
        nlinarith [mul_pos (Real.cosh_pos x) h1, mul_pos (mul_pos hx hx) (D x hx)])
  refine strictMonoOn_of_hasDerivAt (f' := fun x => Real.sinh x * (x * Real.sinh x
    + Real.cosh x * (Real.sinh x * Real.sinh x) - 2 * (x * x * Real.cosh x))
    / (Real.sinh x * Real.sinh x) ^ 2) (convex_Ioi 0) ?_ ?_
  · intro x hx
    have h0 : Real.sinh x ≠ 0 := (Real.sinh_pos_iff.2 hx).ne'
    refine ((((hi x).fun_mul (hi x)).fun_add ((hi x).fun_mul ((hc x).fun_mul (hs x)))).fun_div
      ((hs x).fun_mul (hs x)) (mul_ne_zero h0 h0)).congr_deriv ?_
    congr 1
    linear_combination (-(x * Real.sinh x ^ 2)) * Real.cosh_sq x
  · intro x hx
    have hx' : 0 < x := by simpa using hx
    have h0 := Real.sinh_pos_iff.2 hx'
    exact div_pos (mul_pos h0 (G x hx')) (pow_pos (mul_pos h0 h0) 2)

/-- The mean spin per unit field, `M(y)/y`, strictly decreases with the field `y > 0`. -/
theorem meanSpin_div_strictAntiOn (n : ℕ) (hn : 1 ≤ n) :
    StrictAntiOn (fun y => meanSpin n y / y) (Ioi 0) := by
  have hn' : (1 : ℝ) ≤ n := by exact_mod_cast hn
  have hN : (0 : ℝ) < (n : ℝ) + 1 := by linarith
  have hC : ∀ x : ℝ, 0 < x → HasDerivAt xCoth ((2 * xCoth x - auxQ x) / x) x := by
    intro x hx
    have h0 : Real.sinh x ≠ 0 := (Real.sinh_pos_iff.2 hx).ne'
    refine (((hasDerivAt_id' x).fun_mul (Real.hasDerivAt_cosh x)).fun_div
      (Real.hasDerivAt_sinh x) h0).congr_deriv ?_
    have e : (1 * Real.cosh x + x * Real.sinh x) * Real.sinh x
        - x * Real.cosh x * Real.cosh x = Real.cosh x * Real.sinh x - x := by
      linear_combination (-x) * Real.cosh_sq x
    rw [e]
    unfold xCoth auxQ
    field_simp
    ring
  have alg : ∀ A B P Q N y : ℝ, 0 < N → 0 < y →
      -((((2 * A - P) / (N * y / 2) * (N * 1 / 2) - (2 * B - Q) / (y / 2) * (1 / 2)) * (y * y)
        - (A - B) * (1 * y + y * 1)) / (y * y) ^ 2) = (P - Q) / (y * y * y) := by
    intro A B P Q N y hN hy
    field_simp
    ring
  have mono : StrictMonoOn
      (fun y => -((xCoth (((n : ℝ) + 1) * y / 2) - xCoth (y / 2)) / (y * y))) (Ioi 0) := by
    refine strictMonoOn_of_hasDerivAt
      (f' := fun y => (auxQ (((n : ℝ) + 1) * y / 2) - auxQ (y / 2)) / (y * y * y))
      (convex_Ioi 0) ?_ ?_
    · intro y hy
      have hy' : 0 < y := hy
      have o1 := hC (((n : ℝ) + 1) * y / 2) (by positivity)
      have i1 : HasDerivAt (fun y : ℝ => ((n : ℝ) + 1) * y / 2) (((n : ℝ) + 1) * 1 / 2) y :=
        ((hasDerivAt_id' y).const_mul ((n : ℝ) + 1)).div_const 2
      have c1 := HasDerivAt.comp y o1 i1
      have h1 : HasDerivAt (fun y => xCoth (((n : ℝ) + 1) * y / 2))
          ((2 * xCoth (((n : ℝ) + 1) * y / 2) - auxQ (((n : ℝ) + 1) * y / 2))
            / (((n : ℝ) + 1) * y / 2) * (((n : ℝ) + 1) * 1 / 2)) y := c1
      have o2 := hC (y / 2) (by positivity)
      have i2 : HasDerivAt (fun y : ℝ => y / 2) (1 / 2) y := (hasDerivAt_id' y).div_const 2
      have c2 := HasDerivAt.comp y o2 i2
      have h2 : HasDerivAt (fun y => xCoth (y / 2))
          ((2 * xCoth (y / 2) - auxQ (y / 2)) / (y / 2) * (1 / 2)) y := c2
      exact (((h1.fun_sub h2).fun_div ((hasDerivAt_id' y).fun_mul (hasDerivAt_id' y))
        (mul_pos hy' hy').ne').fun_neg).congr_deriv (alg _ _ _ _ _ _ hN hy')
    · intro y hy
      have hy' : 0 < y := by simpa using hy
      have h := auxQ_strictMonoOn (mem_Ioi.2 (show 0 < y / 2 by positivity))
        (mem_Ioi.2 (show 0 < ((n : ℝ) + 1) * y / 2 by positivity)) (by nlinarith)
      exact div_pos (sub_pos.2 h) (by positivity)
  -- rewrite the mean spin through `x coth x`
  have eq : ∀ y : ℝ, 0 < y → meanSpin n y / y =
      (xCoth (((n : ℝ) + 1) * y / 2) - xCoth (y / 2)) / (y * y) := by
    intro y hy
    have h1 : Real.sinh (y / 2) ≠ 0 := (Real.sinh_pos_iff.2 (by positivity)).ne'
    have h2 : Real.sinh (((n : ℝ) + 1) * y / 2) ≠ 0 :=
      (Real.sinh_pos_iff.2 (by positivity)).ne'
    have h3 : y * meanSpin n y = xCoth (((n : ℝ) + 1) * y / 2) - xCoth (y / 2) := by
      unfold xCoth
      rw [div_sub_div _ _ h2 h1, eq_div_iff (mul_ne_zero h2 h1)]
      linear_combination (y / 2) * brillouin n y
    rw [← h3, mul_div_mul_left _ _ hy.ne']
  intro x hx y hy hxy
  have h := mono hx hy hxy
  show meanSpin n y / y < meanSpin n x / x
  rw [eq x hx, eq y hy]
  exact neg_lt_neg_iff.1 h

/-- The mean spin stays below its saturation value `J`. -/
theorem meanSpin_lt_spin (n : ℕ) (hn : 1 ≤ n) (y : ℝ) : meanSpin n y < spin n := by
  have hn' : (1 : ℝ) ≤ n := by exact_mod_cast hn
  unfold meanSpin
  rw [div_lt_iff₀ (partition_pos n y)]
  unfold moment
  rw [Finset.mul_sum]
  refine Finset.sum_lt_sum (fun k hk => ?_) ⟨0, by simp, ?_⟩
  · have hk' : (k : ℝ) ≤ n := by exact_mod_cast Nat.lt_succ_iff.1 (Finset.mem_range.1 hk)
    rw [pow_one, pow_zero, one_mul]
    exact mul_le_mul_of_nonneg_right (by unfold level spin; linarith) (Real.exp_pos _).le
  · rw [pow_one, pow_zero, one_mul]
    exact mul_lt_mul_of_pos_right (by unfold level spin; push_cast; linarith) (Real.exp_pos _)

/-- Curie law: in a vanishing field the mean spin per unit field tends to `J(J+1)/3`. -/
theorem curie_law (n : ℕ) :
    Tendsto (fun y => meanSpin n y / y) (𝓝[>] 0) (𝓝 (spin n * (spin n + 1) / 3)) := by
  have s1 : ∀ (N : ℕ) (t : ℝ), ∑ k ∈ Finset.range N, ((k : ℝ) - t) =
      N * (N - 1) / 2 - N * t := by
    intro N t
    induction N with
    | zero => simp
    | succ N ih => rw [Finset.sum_range_succ, ih]; push_cast; ring
  have s2 : ∀ (N : ℕ) (t : ℝ), ∑ k ∈ Finset.range N, ((k : ℝ) - t) ^ 2 =
      N * (N - 1) * (2 * N - 1) / 6 - N * (N - 1) * t + N * t ^ 2 := by
    intro N t
    induction N with
    | zero => simp
    | succ N ih => rw [Finset.sum_range_succ, ih]; push_cast; ring
  have h0 : moment n 0 0 = (n : ℝ) + 1 := by simp [moment]
  have h1 : moment n 1 0 = 0 := by
    simp only [moment, level, spin, pow_one, zero_mul, Real.exp_zero, mul_one]
    rw [s1]; push_cast; ring
  have h2 : moment n 2 0 = ((n : ℝ) + 1) * (spin n * (spin n + 1) / 3) := by
    simp only [moment, level, spin, zero_mul, Real.exp_zero, mul_one]
    rw [s2]; push_cast; ring
  have hN : (n : ℝ) + 1 ≠ 0 := by positivity
  have h : HasDerivAt (fun y => moment n 1 y / moment n 0 y)
      ((moment n 2 0 * moment n 0 0 - moment n 1 0 * moment n 1 0) / moment n 0 0 ^ 2) 0 :=
    (hasDerivAt_moment n 1 0).fun_div (hasDerivAt_moment n 0 0) (partition_pos n 0).ne'
  have h' := h.congr_deriv (g' := spin n * (spin n + 1) / 3) (by
    rw [h0, h1, h2]
    field_simp
    ring)
  -- the derivative at zero field is the limit of `M(y)/y`
  refine ((hasDerivAt_iff_tendsto_slope.1 h').mono_left
    (nhdsWithin_mono 0 fun y hy => (mem_Ioi.1 hy).ne')).congr fun y => ?_
  rw [slope_def_field]
  simp [meanSpin, h1]

/-- Weiss transition for spin `J = n/2`: the equation `s = M(a s)` has a solution `s > 0`
exactly when `a J(J+1) > 3`, and any two positive solutions are equal. -/
theorem weiss_transition (n : ℕ) (hn : 1 ≤ n) {a : ℝ} (ha : 0 < a) :
    ((∃ s : ℝ, 0 < s ∧ s = meanSpin n (a * s)) ↔ 3 < a * (spin n * (spin n + 1))) ∧
    ∀ s t : ℝ, 0 < s → 0 < t → s = meanSpin n (a * s) → t = meanSpin n (a * t) → s = t := by
  have anti := meanSpin_div_strictAntiOn n hn
  have lim := curie_law n
  have sol : ∀ s : ℝ, 0 < s → s = meanSpin n (a * s) →
      meanSpin n (a * s) / (a * s) = 1 / a := by
    intro s hs h
    rw [← h]
    field_simp
  refine ⟨⟨?_, ?_⟩, ?_⟩
  · rintro ⟨s, hs, h⟩
    have hy : 0 < a * s := mul_pos ha hs
    have hy2 : 0 < a * s / 2 := by positivity
    have l1 : meanSpin n (a * s) / (a * s) < meanSpin n (a * s / 2) / (a * s / 2) :=
      anti (mem_Ioi.2 hy2) (mem_Ioi.2 hy) (by linarith)
    have l2 : meanSpin n (a * s / 2) / (a * s / 2) ≤ spin n * (spin n + 1) / 3 := by
      refine ge_of_tendsto lim ?_
      filter_upwards [Ioo_mem_nhdsGT hy2] with x hx
      exact (anti (mem_Ioi.2 hx.1) (mem_Ioi.2 hy2) hx.2).le
    rw [sol s hs h] at l1
    have l3 := (div_lt_iff₀ ha).1 (lt_of_lt_of_le l1 l2)
    linarith
  · intro h
    have hJ : 0 < spin n := by
      have hn' : (1 : ℝ) ≤ n := by exact_mod_cast hn
      unfold spin; linarith
    have hb : 0 < a * spin n := mul_pos ha hJ
    have h3 : 1 / a < spin n * (spin n + 1) / 3 := by
      rw [div_lt_iff₀ ha]; linarith
    obtain ⟨x, hx1, hx2⟩ :=
      ((lim.eventually (lt_mem_nhds h3)).and (Ioo_mem_nhdsGT hb)).exists
    have hx0 : 0 < x := hx2.1
    have hlow : 0 ≤ a * meanSpin n x - x := by
      have h4 := (div_lt_div_iff₀ ha hx0).1 hx1
      linarith
    have hhigh : a * meanSpin n (a * spin n) - a * spin n ≤ 0 := by
      have h5 := mul_lt_mul_of_pos_left (meanSpin_lt_spin n hn (a * spin n)) ha
      linarith
    have cm : ∀ p, Continuous (fun y => moment n p y) := fun p =>
      continuous_iff_continuousAt.2 fun y => (hasDerivAt_moment n p y).continuousAt
    have cM : Continuous (fun y => meanSpin n y) :=
      (cm 1).div (cm 0) fun y => (partition_pos n y).ne'
    have cf : Continuous (fun y => a * meanSpin n y - y) :=
      (continuous_const.mul cM).sub continuous_id
    -- intermediate value between a weak field and `a J`, the mean field of fully aligned spins
    obtain ⟨y, hy, hy0⟩ := intermediate_value_Icc' hx2.2.le cf.continuousOn ⟨hhigh, hlow⟩
    have hy0' : a * meanSpin n y - y = 0 := hy0
    refine ⟨y / a, div_pos (lt_of_lt_of_le hx0 hy.1) ha, ?_⟩
    have e : a * (y / a) = y := by field_simp
    rw [e, div_eq_iff ha.ne']
    linarith
  · intro s t hs ht h1 h2
    have e : a * s = a * t := anti.injOn (mem_Ioi.2 (mul_pos ha hs))
      (mem_Ioi.2 (mul_pos ha ht)) ((sol s hs h1).trans (sol t ht h2).symm)
    exact mul_left_cancel₀ ha.ne' e

end

end WeissBrillouin
```

```lean
#print axioms WeissBrillouin.meanSpin_lt_spin
#print axioms WeissBrillouin.weiss_transition
```

```
'WeissBrillouin.meanSpin_lt_spin' depends on axioms: [propext, Classical.choice, Quot.sound]
'WeissBrillouin.weiss_transition' depends on axioms: [propext, Classical.choice, Quot.sound]
```

## The threshold $aJ(J+1)=3$

`weiss_transition` says that some $s>0$ solves $s=M(as)$ if and only if $aJ(J+1)>3$, and that any two positive solutions are equal. At equality there is none. The solution $s=0$ always exists.

In Lean, `spin n` is $J$, `level n k` is $m=k-J$ for $k=0,\dots,n$, and `moment n p y` is $\sum_m m^p e^{ym}$. The mean `meanSpin n y` is the first moment divided by the zeroth, so the Brillouin function is derived. The hypothesis `hn` excludes $J=0$.

Physically, each spin has energy $-\lambda s m$ in the average field of the others, with no external field, and $a=\lambda/k_BT$. The constant $\lambda>0$ stands for the total ferromagnetic exchange with the neighbours. The threshold is then $k_BT_c=\lambda J(J+1)/3$: for identical quantum spins without crystal-field splitting, and with correlations neglected, this is the temperature below which a spontaneous magnetisation is possible. The theorem does not compare free energies or justify the mean-field approximation.

## From the partition sum to the Brillouin function

Write $Z=\sum_m e^{ym}$, which is positive (`partition_pos`). Since
$$2\sinh(y/2)\,e^{ym}=e^{y(m+1/2)}-e^{y(m-1/2)},$$
the sum telescopes to $\sinh(y/2)\,Z=\sinh((n+1)y/2)$; this is `partition_closed`. Differentiating a moment gives the next one (`hasDerivAt_moment`), so $M=Z'/Z$, and for $y>0$
$$M(y)=\tfrac{n+1}{2}\coth\tfrac{(n+1)y}{2}-\tfrac12\coth\tfrac y2 .$$
`brillouin` obtains this by equating two derivatives of the closed form, and states it without denominators; at $y=0$ that identity only reads $0=0$.

## Why $M(y)/y$ decreases

Let $C(x)=x\coth x$ (`xCoth`) and $Q(x)=x^2/\sinh^2x+C(x)$ (`auxQ`). With $u=(n+1)y/2$ and $v=y/2$, we have $M(y)/y=(C(u)-C(v))/y^2$. Because $xC'(x)=2C(x)-Q(x)$,
$$\frac{d}{dy}\frac{M(y)}{y}=-\frac{Q(u)-Q(v)}{y^3}.$$
As $u>v$, this is negative if $Q$ increases. Now $Q'=G/\sinh^3x$, where
$$G=x\sinh x+\cosh x\sinh^2x-2x^2\cosh x,\qquad G(0)=0,$$
$$G'=3\cosh x\,(\sinh x\cosh x-x)-2x^2\sinh x .$$
Integrating $\cosh t>1$ repeatedly gives $\sinh t>t+t^3/6$. At $t=2x$ this reads $\sinh x\cosh x-x>\tfrac23x^3$, hence
$$G'>2x^2(x\cosh x-\sinh x)>0.$$
The last bracket vanishes at $0$ and has derivative $x\sinh x>0$.

In `auxQ_strictMonoOn`, the local statement `key` carries out each such step: zero at the origin and positive derivative imply positive. It rests on `strictMonoOn_of_hasDerivAt`, which `meanSpin_div_strictAntiOn` applies to $-M(y)/y$.

## Weak field, saturation and the crossing

At zero field $M(0)=0$, and $M'(0)$ is the variance of equally weighted levels:
$$M'(0)=\frac{1}{2J+1}\sum_m m^2=\frac{J(J+1)}{3}.$$
`curie_law` computes the power sums by induction and reads this derivative as the limit of $M(y)/y$ as $y\to0^+$. `meanSpin_lt_spin` gives $M(y)<J$, since the level $m=-J$ has positive weight.

A positive solution, with $y=as$, means $M(y)/y=1/a$. Strict decrease allows only one such $y$. It also puts $1/a$ strictly below $J(J+1)/3$; Lean secures the strictness by comparing with the field $y/2$.

Conversely, if $aJ(J+1)>3$, then $aM(y)-y$ is positive at some small $y<aJ$ and negative at $y=aJ$. It is continuous, so `intermediate_value_Icc'` supplies a zero $y>0$, and $s=y/a$ solves the equation.
